# The largest stable linear-mixing parameter of a Thomas–Fermi metal falls as 1/L² in long cells

In a self-consistent response calculation on a metal, linear mixing adds a fixed fraction a of the residual to the input at each iteration. A value of a that converges in a short cell can fail in a longer one. For linear Thomas–Fermi screening with finitely many Fourier modes, the limit on a is explicit. If the cell is ten times as long as 2π/k, where k is the inverse screening length, a must stay below 2/101.

In Lean 4 with Mathlib:

```lean
import Mathlib

open Filter Topology Real

namespace ChargeSloshing

noncomputable section
```

In a periodic cell of length L, the modes have wave numbers

qₙ = 2π(n+1)/L, n = 0, …, M−1.

Counting starts at zero, so the longest wave is n = 0, where textbooks usually write n = 1. The uniform component q = 0 is left out.

```lean
/-- Wave number `2π(n+1)/L` of mode `n = 0, 1, ...` in a periodic cell of length `L ≠ 0`;
the longest wave is `n = 0`. -/
def waveNumber (L : ℝ) (n : ℕ) : ℝ := 2 * π * (n + 1) / L
```

Let xₙ be the real amplitude of the total potential in mode n and bₙ that of the applied potential. The electrons answer xₙ with an induced potential −(k²/qₙ²)xₙ. The constant k stands for the metal's ability to screen, set by its density of states at the Fermi level. The output is bₙ − (k²/qₙ²)xₙ, and output minus input is the residual bₙ − εₙxₙ, with

εₙ = 1 + k²/qₙ².

```lean
/-- Thomas-Fermi screening factor `1 + k²/q²` of mode `n`, for cell length `L ≠ 0`. -/
def screening (k L : ℝ) (n : ℕ) : ℝ := 1 + k ^ 2 / waveNumber L n ^ 2
```

The residual vanishes at rₙ = bₙ/εₙ. This screened potential is called `response` here; it is not a susceptibility.

```lean
/-- The self-consistent response: the source `b` divided by the screening factor, mode by mode. -/
def response {M : ℕ} (k L : ℝ) (b : Fin M → ℝ) : Fin M → ℝ :=
  fun n => b n / screening k L n
```

One iteration adds the residual with a weight gₙ:

xₙ → xₙ + gₙ(bₙ − εₙxₙ).

Linear mixing takes gₙ = a for all modes. The diagonal map is a model of a uniform metal; in a real crystal, local fields couple the modes.

```lean
/-- One mixing step: each mode moves along its residual with its own mixing weight `g n`. -/
def mixStep {M : ℕ} (k L : ℝ) (g b x : Fin M → ℝ) : Fin M → ℝ :=
  fun n => x n + g n * (b n - screening k L n * x n)
```

The claimed limit on a is 2/ε₀, written out as

a_c = 2/(1 + k²L²/(4π²)).

```lean
/-- The mixing threshold `2/(1 + k²L²/(4π²))`. -/
def criticalMixing (k L : ℝ) : ℝ := 2 / (1 + k ^ 2 * L ^ 2 / (4 * π ^ 2))
```

Kerker mixing damps the long waves instead, with gₙ = a qₙ²/(qₙ² + k²). Its k is taken equal to that of the metal, whereas in practice it is an estimate.

```lean
/-- Kerker mixing weight `a q²/(q² + k²)` of mode `n`, for cell length `L ≠ 0`. -/
def kerkerWeight (k L a : ℝ) (n : ℕ) : ℝ :=
  a * waveNumber L n ^ 2 / (waveNumber L n ^ 2 + k ^ 2)
```

Since k²/qₙ² is never negative, εₙ is positive.

```lean
/-- The screening factor is positive. -/
theorem screening_pos (k L : ℝ) (n : ℕ) : 0 < screening k L n := by
  unfold screening
  positivity
```

Inserting qₙ² = 4π²(n+1)²/L² gives

εₙ = 1 + k²L²/(4π²(n+1)²).

```lean
/-- The screening factor written out in terms of the cell length. -/
theorem screening_eq (k L : ℝ) (n : ℕ) :
    screening k L n = 1 + k ^ 2 * L ^ 2 / (4 * π ^ 2 * ((n : ℝ) + 1) ^ 2) := by
  have h : (2 * π * ((n : ℝ) + 1)) ^ 2 = 4 * π ^ 2 * ((n : ℝ) + 1) ^ 2 := by ring
  unfold screening waveNumber
  rw [div_pow, div_div_eq_mul_div, h]
```

For k, L > 0 the denominator grows with n, so εₙ falls strictly and ε₀ is the largest factor. After rewriting with the previous formula, `gcongr` makes this comparison.

```lean
/-- For `k, L > 0`, longer waves are screened more strongly: the screening factor decreases
strictly with the mode number. -/
theorem screening_strictAnti {k L : ℝ} (hk : 0 < k) (hL : 0 < L) :
    StrictAnti (screening k L) := by
  intro m n h
  have hmn : (m : ℝ) < n := by exact_mod_cast h
  rw [screening_eq, screening_eq]
  gcongr
```

Because εₙrₙ = bₙ, one step changes the error to

xₙ + gₙ(bₙ − εₙxₙ) − rₙ = (1 − gₙεₙ)(xₙ − rₙ).

After t steps the initial error is therefore multiplied by (1 − gₙεₙ)ᵗ. The proof is an induction on t; `hs` is the fixed-point equation εₙrₙ = bₙ, and `linear_combination` does the algebra above.

```lean
/-- After `t` steps the error of each mode is its initial error times the `t`-th power of
one minus mixing weight times screening factor. -/
theorem error_iterate {M : ℕ} (k L : ℝ) (g b x : Fin M → ℝ) (t : ℕ) (n : Fin M) :
    ((mixStep k L g b)^[t] x) n - response k L b n =
      (1 - g n * screening k L n) ^ t * (x n - response k L b n) := by
  induction t with
  | zero => simp
  | succ t ih =>
    -- the response is the fixed point of the step
    have hs : screening k L n * response k L b n = b n :=
      mul_div_cancel₀ (b n) (screening_pos k L n).ne'
    have hstep : ∀ y : Fin M → ℝ,
        mixStep k L g b y n = y n + g n * (b n - screening k L n * y n) := fun _ => rfl
    rw [Function.iterate_succ_apply', pow_succ, hstep]
    linear_combination (1 - g n * screening k L n) * ih - g n * hs
```

Convergence of the vector means convergence in each mode. Powers of a real number tend to zero exactly when its modulus is below one, so the condition is |1 − gₙεₙ| < 1 for all n. For necessity, the proof starts with a unit error in every mode, which leaves the bare powers.

The limit is required to be r, because at a = 0 the iteration stands still and converges trivially to its start.

```lean
/-- Mixing reaches the self-consistent response from every start exactly when the error factor
of every mode has modulus below one. -/
theorem converges_iff_factors {M : ℕ} (k L : ℝ) (g b : Fin M → ℝ) :
    (∀ x, Tendsto (fun t => (mixStep k L g b)^[t] x) atTop (𝓝 (response k L b))) ↔
      ∀ n : Fin M, |1 - g n * screening k L n| < 1 := by
  constructor
  · intro h n
    -- start with a unit error in every mode
    have h1 := (tendsto_pi_nhds.1 (h (fun m => response k L b m + 1)) n).sub_const
      (response k L b n)
    have e : ∀ t : ℕ, ((mixStep k L g b)^[t] (fun m => response k L b m + 1)) n
        - response k L b n = (1 - g n * screening k L n) ^ t := by
      intro t
      simp [error_iterate]
    refine tendsto_pow_atTop_nhds_zero_iff.1 ?_
    simpa only [e, sub_self] using h1
  · intro h x
    rw [tendsto_pi_nhds]
    intro n
    have h1 := ((tendsto_pow_atTop_nhds_zero_iff.2 (h n)).mul_const
      (x n - response k L b n)).add_const (response k L b n)
    simp only [zero_mul, zero_add] at h1
    refine h1.congr fun t => ?_
    linear_combination -(error_iterate k L g b x t n)
```

For linear mixing, |1 − aεₙ| < 1 means 0 < aεₙ < 2. The mode n = 0 requires 0 < a < 2/ε₀ = a_c. Conversely, εₙ ≤ ε₀ then gives 0 < aεₙ ≤ aε₀ < 2 for every mode. The source b plays no part in this condition on a. With c = k²L²/(4π²),

a_c = 2/(1 + c) < 2/c = 8π²/(kL)².

The theorem states both the equivalence and this bound, for M ≥ 1.

```lean
/-- For `k, L > 0` and at least one mode, linear mixing reaches the self-consistent response from
every start exactly when `0 < a < 2/(1 + k²L²/(4π²))`, and this threshold is below `8π²/(kL)²`. -/
theorem linear_mixing_converges_iff {M : ℕ} (hM : 0 < M) {k L : ℝ} (hk : 0 < k) (hL : 0 < L)
    (a : ℝ) (b : Fin M → ℝ) :
    ((∀ x, Tendsto (fun t => (mixStep k L (fun _ => a) b)^[t] x) atTop
        (𝓝 (response k L b))) ↔ 0 < a ∧ a < criticalMixing k L) ∧
      criticalMixing k L < 8 * π ^ 2 / (k * L) ^ 2 := by
  constructor
  · have hs0 : screening k L 0 = 1 + k ^ 2 * L ^ 2 / (4 * π ^ 2) := by simp [screening_eq]
    have hp := screening_pos k L 0
    rw [converges_iff_factors]
    unfold criticalMixing
    rw [← hs0, lt_div_iff₀ hp]
    constructor
    · intro h
      -- the longest wave gives the condition
      have h1 : -1 < 1 - a * screening k L 0 ∧ 1 - a * screening k L 0 < 1 :=
        abs_lt.1 (h ⟨0, hM⟩)
      exact ⟨by nlinarith [h1.2, hp], by linarith [h1.1]⟩
    · rintro ⟨ha, hc⟩ n
      -- all other modes are screened less
      have hle : screening k L n ≤ screening k L 0 :=
        (screening_strictAnti hk hL).antitone (Nat.zero_le _)
      have h1 := mul_le_mul_of_nonneg_left hle ha.le
      have h2 := mul_pos ha (screening_pos k L n)
      exact abs_lt.2 ⟨by linarith, by linarith⟩
  · unfold criticalMixing
    obtain ⟨c, hc⟩ : ∃ c, c = k ^ 2 * L ^ 2 / (4 * π ^ 2) := ⟨_, rfl⟩
    have hc0 : 0 < c := by rw [hc]; positivity
    have hpi : 0 < π ^ 2 := by positivity
    have h1 : c * (4 * π ^ 2) = k ^ 2 * L ^ 2 := (eq_div_iff (by positivity)).1 hc
    rw [← hc, div_lt_div_iff₀ (by positivity) (by positivity)]
    nlinarith [h1, hpi]
```

For the limit of long cells, divide through by L²:

L²a_c = 2/(1/L² + k²/(4π²)) → 8π²/k².

The proof takes the limit of the middle expression and identifies it with L²a_c for L > 0.

Without k > 0 this can fail: at k = 0 nothing is screened, a_c = 2 for every L, and L²a_c grows without bound. The law thus needs k ≠ 0.

```lean
/-- For `k > 0` the threshold shrinks as `1/L²` in long cells: `L²` times the threshold tends
to `8π²/k²`. -/
theorem criticalMixing_scaling {k : ℝ} (hk : 0 < k) :
    Tendsto (fun L => L ^ 2 * criticalMixing k L) atTop (𝓝 (8 * π ^ 2 / k ^ 2)) := by
  have h : Tendsto (fun L : ℝ => (L ^ 2)⁻¹) atTop (𝓝 0) :=
    tendsto_inv_atTop_zero.comp (tendsto_pow_atTop two_ne_zero)
  have h2 := (tendsto_const_nhds (x := (2 : ℝ))).div
    (h.add_const (k ^ 2 / (4 * π ^ 2))) (by positivity)
  have e : 2 / (0 + k ^ 2 / (4 * π ^ 2)) = 8 * π ^ 2 / k ^ 2 := by
    rw [zero_add, div_div_eq_mul_div]
    ring
  rw [e] at h2
  refine h2.congr' ?_
  filter_upwards [eventually_gt_atTop (0 : ℝ)] with L hL
  show 2 / ((L ^ 2)⁻¹ + k ^ 2 / (4 * π ^ 2)) =
    L ^ 2 * (2 / (1 + k ^ 2 * L ^ 2 / (4 * π ^ 2)))
  have h3 : L ^ 2 * (L ^ 2)⁻¹ = 1 := mul_inv_cancel₀ (by positivity)
  rw [mul_div_assoc', div_eq_div_iff (by positivity) (by positivity)]
  linear_combination -2 * h3
```

If a > a_c, then aε₀ > 2 and |1 − aε₀| > 1. A nonzero initial error in the longest wave grows as

|1 − aε₀|ᵗ |x₀ − r₀|,

changing sign at each step. This is charge sloshing. At a = a_c the error only alternates in sign.

```lean
/-- Charge sloshing: under linear mixing with `a` above the threshold `criticalMixing k L`, any
nonzero initial error in the longest wave grows in absolute value without bound. -/
theorem longest_wave_diverges {M : ℕ} (hM : 0 < M) {k L a : ℝ} (ha : criticalMixing k L < a)
    (b x : Fin M → ℝ) (hx : x ⟨0, hM⟩ ≠ response k L b ⟨0, hM⟩) :
    Tendsto (fun t => |((mixStep k L (fun _ => a) b)^[t] x) ⟨0, hM⟩
      - response k L b ⟨0, hM⟩|) atTop atTop := by
  have hs0 : screening k L 0 = 1 + k ^ 2 * L ^ 2 / (4 * π ^ 2) := by simp [screening_eq]
  unfold criticalMixing at ha
  rw [← hs0, div_lt_iff₀ (screening_pos k L 0)] at ha
  have hr : 1 < |1 - a * screening k L 0| := lt_abs.2 (Or.inr (by linarith))
  have h := (tendsto_pow_atTop_atTop_of_one_lt hr).atTop_mul_const
    (abs_pos.2 (sub_ne_zero.2 hx))
  refine h.congr fun t => ?_
  rw [error_iterate, abs_mul, abs_pow]
```

With Kerker weights the screening cancels:

gₙεₙ = [a qₙ²/(qₙ² + k²)] · [(qₙ² + k²)/qₙ²] = a.

Every error factor is 1 − a, so the condition is 0 < a < 2 for every L > 0. The cancellation is `key` in the proof.

```lean
/-- With Kerker weights, and at least one mode, mixing reaches the self-consistent response from
every start exactly when `0 < a < 2`, for every cell length `L > 0`. -/
theorem kerker_converges_iff {M : ℕ} (hM : 0 < M) (k : ℝ) {L : ℝ} (hL : 0 < L)
    (a : ℝ) (b : Fin M → ℝ) :
    (∀ x, Tendsto (fun t => (mixStep k L (fun n => kerkerWeight k L a n) b)^[t] x) atTop
        (𝓝 (response k L b))) ↔ 0 < a ∧ a < 2 := by
  -- the Kerker weight cancels the screening factor
  have key : ∀ n : ℕ, kerkerWeight k L a n * screening k L n = a := by
    intro n
    have hq : 0 < waveNumber L n := by unfold waveNumber; positivity
    unfold kerkerWeight screening
    have h1 : 1 + k ^ 2 / waveNumber L n ^ 2 =
        (waveNumber L n ^ 2 + k ^ 2) / waveNumber L n ^ 2 := by
      rw [add_div, div_self (by positivity)]
    rw [h1, div_mul_div_comm, div_eq_iff (by positivity)]
    ring
  rw [converges_iff_factors]
  simp only [key]
  constructor
  · intro h
    have h1 := abs_lt.1 (h ⟨0, hM⟩)
    exact ⟨by linarith [h1.2], by linarith [h1.1]⟩
  · rintro ⟨h0, h2⟩ _
    exact abs_lt.2 ⟨by linarith, by linarith⟩

end

end ChargeSloshing
```

```lean
#print axioms ChargeSloshing.linear_mixing_converges_iff
-- 'ChargeSloshing.linear_mixing_converges_iff' depends on axioms: [propext, Classical.choice, Quot.sound]
#print axioms ChargeSloshing.criticalMixing_scaling
-- 'ChargeSloshing.criticalMixing_scaling' depends on axioms: [propext, Classical.choice, Quot.sound]
#print axioms ChargeSloshing.longest_wave_diverges
-- 'ChargeSloshing.longest_wave_diverges' depends on axioms: [propext, Classical.choice, Quot.sound]
#print axioms ChargeSloshing.kerker_converges_iff
-- 'ChargeSloshing.kerker_converges_iff' depends on axioms: [propext, Classical.choice, Quot.sound]
```
